# In a primitive basis, the planes of an index family all contain lattice points exactly when the indices are coprime

Let the columns of an invertible real matrix \(A\) generate a lattice, let \(B = 2\pi (A^{-1})^{T}\) be its reciprocal basis, and let \(h\) be a vector of integer indices. As \(R\) runs over all lattice points,

\[
\left\{ \frac{(Bh)\cdot R}{2\pi} \right\} = \gcd(h)\,\mathbb{Z}.
\]

The planes of the family \(h\) are the sets \((Bh)\cdot r = 2\pi k\), one for each integer \(k\). Every one of them therefore contains a lattice point if and only if the indices have greatest common divisor 1. For an ideal, unrelaxed crystal, this bears on how a surface slab is cut for an electronic-structure calculation: with coprime indices, some lattice vector leads from each plane to the next.

## Lattice, reciprocal basis and planes

The dimension is any finite number. The type `ι` labels both the Cartesian components and the basis vectors; for an ordinary crystal it has three elements.

```lean
import Mathlib

open Matrix
open scoped Real

namespace MillerPlanes

noncomputable section

variable {ι : Type*} [Fintype ι] [DecidableEq ι]
```

A lattice point is \(R = Am\), where \(m\) is a vector of integers. In Lean, `m` has type `ι → ℤ`, and its entries are converted to real numbers before the matrix acts on them.

```lean
/-- The point with integer coordinates `m` in the basis formed by the columns of `A`. -/
def latticePoint (A : Matrix ι ι ℝ) (m : ι → ℤ) : ι → ℝ :=
  A *ᵥ (fun i => (m i : ℝ))
```

The lattice is the set of all such points. The basis is thus primitive for this lattice by construction. If \(A\) holds the conventional cell vectors of a centred crystal, the centring points are not in `lattice A`, and the results below do not count them.

```lean
/-- The lattice of all integer combinations of the columns of `A`. -/
def lattice (A : Matrix ι ι ℝ) : Set (ι → ℝ) :=
  Set.range (latticePoint A)
```

The reciprocal basis carries the factor \(2\pi\), as is usual in solid-state physics, and its vectors are also stored in columns.

```lean
/-- The reciprocal basis `2π (A⁻¹)ᵀ` of an invertible basis matrix `A`, stored in columns. -/
def reciprocalBasis (A : Matrix ι ι ℝ) : Matrix ι ι ℝ :=
  (2 * π) • (A⁻¹)ᵀ
```

The reciprocal lattice vector with indices \(h\) is \(Bh\), which the file writes as `latticePoint (reciprocalBasis A) h`. Plane number \(k\) consists of all real points \(r\), whether or not they belong to the lattice, that satisfy

\[
(Bh)\cdot r = 2\pi k .
\]

For \(h \neq 0\) these are parallel planes, and elementary geometry puts neighbouring ones \(2\pi/|Bh|\) apart. For \(h = 0\) the definition still makes sense, but plane 0 is the whole space and the others are empty.

```lean
/-- The `k`-th plane of the family with indices `h`, for an invertible basis matrix `A`:
all points `r` whose product with the reciprocal lattice vector of `h` is `2π k`. -/
def latticePlane (A : Matrix ι ι ℝ) (h : ι → ℤ) (k : ℤ) : Set (ι → ℝ) :=
  {r | latticePoint (reciprocalBasis A) h ⬝ᵥ r = 2 * π * (k : ℝ)}
```

Write \(g = \gcd(h)\) for the nonnegative greatest common divisor of all the indices together. It is 0 when every index is 0. Coprime means \(g = 1\), which does not require the indices to be coprime in pairs.

```lean
/-- The nonnegative greatest common divisor of all the indices `h`. -/
def indexGcd (h : ι → ℤ) : ℤ :=
  Finset.univ.gcd h
```

## The phase is an integer multiple of 2π

Since \(B^{T} = 2\pi A^{-1}\), invertibility gives

\[
B^{T}A = 2\pi A^{-1}A = 2\pi\,\mathbb{1},
\]

which is the familiar \(b_i\cdot a_j = 2\pi\delta_{ij}\). The hypothesis `IsUnit A.det` says that \(\det A \neq 0\): the basis vectors are linearly independent and span a cell of nonzero volume.

```lean
/-- Direct and reciprocal basis vectors of an invertible `A` are dual: `bᵢ · aⱼ = 2π δᵢⱼ`. -/
theorem reciprocal_duality {A : Matrix ι ι ℝ} (hA : IsUnit A.det) :
    (reciprocalBasis A)ᵀ * A = (2 * π) • (1 : Matrix ι ι ℝ) := by
  rw [reciprocalBasis, Matrix.transpose_smul, Matrix.transpose_transpose,
    Matrix.smul_mul, Matrix.nonsing_inv_mul A hA]
```

For a lattice point \(R = Am\) it follows that

\[
(Bh)\cdot(Am) = h^{T}B^{T}A\,m = 2\pi\sum_i h_i m_i .
\]

The geometry of the cell has disappeared, and only integers remain. The proof makes the same move: it transfers \(B\) to the other side of the dot product and applies duality. In a program, the plane number of a lattice point is thus best computed as the integer sum \(\sum_i h_i m_i\), with no rounding of a floating-point dot product.

```lean
/-- For invertible `A`, the product of a reciprocal lattice vector and a lattice vector is `2π`
times the integer `∑ hᵢ mᵢ`. -/
theorem reciprocal_dot_lattice {A : Matrix ι ι ℝ} (hA : IsUnit A.det) (h m : ι → ℤ) :
    latticePoint (reciprocalBasis A) h ⬝ᵥ latticePoint A m
      = 2 * π * ((∑ i, h i * m i : ℤ) : ℝ) := by
  unfold latticePoint
  -- move the reciprocal basis to the other side and use duality
  rw [← Matrix.vecMul_transpose (reciprocalBasis A), ← Matrix.dotProduct_mulVec,
    Matrix.mulVec_mulVec, reciprocal_duality hA, Matrix.smul_mulVec, Matrix.one_mulVec,
    dotProduct_smul, smul_eq_mul]
  simp only [dotProduct, Int.cast_sum, Int.cast_mul]
```

## Which integers the sum can reach

The question is now which integers \(k\) have the form \(\sum_i h_i m_i\). Since \(g\) divides every \(h_i\), it divides every such sum.

For the converse, build \(g\) one index at a time. Suppose that for a set \(s\) of indices

\[
g_s = \sum_{i\in s} h_i m_i ,
\]

where \(g_s\) is the greatest common divisor over \(s\). Add a new index \(a\). Bézout's identity for two integers supplies \(x\) and \(y\) with

\[
\gcd(h_a, g_s) = h_a x + g_s y = h_a x + \sum_{i\in s} h_i (m_i y).
\]

The new coefficients are \(x\) at \(a\) and \(m_i y\) elsewhere. The induction starts from the empty set, where both sides are 0. Once all indices are included, multiplying the coefficients by \(c\) reaches any multiple \(gc\).

The same steps let a program find a lattice vector that leads to the next plane when the indices are coprime. For \(h = (6, 10, 15)\), the extended Euclidean algorithm gives \(2 = 6\cdot 2 + 10\cdot(-1)\) and then \(1 = 2\cdot(-7) + 15\cdot 1\). Hence \(m = (-14, 7, 1)\), and indeed \(-84 + 70 + 15 = 1\).

In the Lean proof, `bezout` is the induction, and the `if i = a then x else m i * y` inside it is the new coefficient vector. The two directions of the equivalence follow it.

```lean
/-- The integers `∑ hᵢ mᵢ`, with `m` any integer vector, are exactly the multiples of the
greatest common divisor of the indices. -/
theorem exists_sum_eq_iff (h : ι → ℤ) (k : ℤ) :
    (∃ m : ι → ℤ, ∑ i, h i * m i = k) ↔ indexGcd h ∣ k := by
  -- Bézout's identity, adding one index at a time
  have bezout : ∀ s : Finset ι, ∃ m : ι → ℤ, ∑ i ∈ s, h i * m i = s.gcd h := by
    intro s
    induction s using Finset.induction_on with
    | empty => exact ⟨0, by simp⟩
    | insert a s ha ih =>
      obtain ⟨m, hm⟩ := ih
      obtain ⟨x, y, hxy⟩ : ∃ x y : ℤ,
          GCDMonoid.gcd (h a) (s.gcd h) = h a * x + s.gcd h * y :=
        ⟨Int.gcdA (h a) (s.gcd h), Int.gcdB (h a) (s.gcd h), by
          rw [← Int.coe_gcd]; exact Int.gcd_eq_gcd_ab _ _⟩
      have hs : ∑ i ∈ s, h i * (if i = a then x else m i * y) = s.gcd h * y := by
        rw [← hm, Finset.sum_mul]
        refine Finset.sum_congr rfl fun i hi => ?_
        rw [if_neg (ne_of_mem_of_not_mem hi ha)]
        ring
      refine ⟨fun i => if i = a then x else m i * y, ?_⟩
      beta_reduce
      rw [Finset.sum_insert ha, hs, if_pos rfl, Finset.gcd_insert, hxy]
  constructor
  · rintro ⟨m, rfl⟩
    exact Finset.dvd_sum fun i hi => (Finset.gcd_dvd hi).mul_right _
  · rintro ⟨c, rfl⟩
    obtain ⟨m, hm⟩ := bezout Finset.univ
    refine ⟨fun i => m i * c, ?_⟩
    rw [indexGcd, ← hm, Finset.sum_mul]
    exact Finset.sum_congr rfl fun i _ => by ring
```

Dividing the phase formula by \(2\pi\) turns this statement about integers into the one about the lattice:

\[
\frac{(Bh)\cdot(Am)}{2\pi} = \sum_i h_i m_i \in g\mathbb{Z},
\]

and every element of \(g\mathbb{Z}\) occurs for some \(m\). The theorem is an equality of two sets of real numbers. The proof takes an element of each set in turn and shows that it lies in the other.

```lean
/-- For invertible `A`, the values of `(B h) · R / 2π` over all lattice points `R`, with `B` the
reciprocal basis, are exactly the integer multiples of the greatest common divisor of `h`. -/
theorem plane_values_eq_gcd_multiples {A : Matrix ι ι ℝ} (hA : IsUnit A.det) (h : ι → ℤ) :
    {t : ℝ | ∃ R ∈ lattice A, t = latticePoint (reciprocalBasis A) h ⬝ᵥ R / (2 * π)}
      = {t : ℝ | ∃ c : ℤ, t = (indexGcd h : ℝ) * (c : ℝ)} := by
  ext t
  simp only [Set.mem_ofPred_eq]
  constructor
  · rintro ⟨_, ⟨m, rfl⟩, rfl⟩
    obtain ⟨c, hc⟩ := (exists_sum_eq_iff h _).1 ⟨m, rfl⟩
    refine ⟨c, ?_⟩
    rw [reciprocal_dot_lattice hA, mul_div_cancel_left₀ _ Real.two_pi_pos.ne', hc, Int.cast_mul]
  · rintro ⟨c, rfl⟩
    obtain ⟨m, hm⟩ := (exists_sum_eq_iff h (indexGcd h * c)).2 (dvd_mul_right _ _)
    refine ⟨latticePoint A m, ⟨m, rfl⟩, ?_⟩
    rw [reciprocal_dot_lattice hA, mul_div_cancel_left₀ _ Real.two_pi_pos.ne', hm, Int.cast_mul]
```

## Occupied and empty planes

The point \(Am\) lies on plane \(k\) when \(2\pi\sum_i h_i m_i = 2\pi k\). Cancelling \(2\pi\) leaves an equation between integers.

```lean
/-- For invertible `A`, the lattice point with coordinates `m` lies on the `k`-th plane of the
family `h` exactly when `∑ hᵢ mᵢ = k`. -/
theorem latticePoint_mem_plane_iff {A : Matrix ι ι ℝ} (hA : IsUnit A.det)
    (h m : ι → ℤ) (k : ℤ) :
    latticePoint A m ∈ latticePlane A h k ↔ ∑ i, h i * m i = k := by
  rw [latticePlane, Set.mem_ofPred_eq, reciprocal_dot_lattice hA]
  constructor
  · intro e
    exact Int.cast_injective (mul_left_cancel₀ Real.two_pi_pos.ne' e)
  · intro e
    rw [e]
```

Together with the divisibility criterion, this says that plane \(k\) contains a lattice point exactly when \(g\) divides \(k\). If \(g = 1\), that holds for every \(k\). Conversely, if every plane is occupied, then plane 1 is, so \(g\) divides 1; being nonnegative, \(g\) equals 1. The proof uses only plane 1 in this direction.

```lean
/-- For invertible `A`, every plane of the family `h` contains a lattice point if and only if
the indices are coprime. -/
theorem all_planes_occupied_iff {A : Matrix ι ι ℝ} (hA : IsUnit A.det) (h : ι → ℤ) :
    (∀ k : ℤ, (lattice A ∩ latticePlane A h k).Nonempty) ↔ indexGcd h = 1 := by
  constructor
  · intro H
    -- a lattice point on plane number one forces the gcd to divide one
    obtain ⟨_, ⟨m, rfl⟩, hm⟩ := H 1
    have h1 : indexGcd h ∣ 1 :=
      (exists_sum_eq_iff h 1).1 ⟨m, (latticePoint_mem_plane_iff hA h m 1).1 hm⟩
    exact Finset.normalize_gcd.symm.trans (normalize_eq_one.2 (isUnit_of_dvd_one h1))
  · intro hg k
    obtain ⟨m, hm⟩ := (exists_sum_eq_iff h k).2 (hg ▸ one_dvd k)
    exact ⟨_, ⟨m, rfl⟩, (latticePoint_mem_plane_iff hA h m k).2 hm⟩
```

In two or more dimensions an occupied plane holds infinitely many lattice points. Pick two different elements \(a\) and \(b\) of `ι`, and let \(e_a\) and \(e_b\) be the corresponding unit vectors of integers. Set

\[
u = \begin{cases} e_a & \text{if } h_a = 0,\\ h_a e_b - h_b e_a & \text{if } h_a \neq 0.\end{cases}
\]

In both cases \(u \neq 0\) and \(\sum_i h_i u_i = 0\), so \(Au\) is a lattice translation within the plane. If \(Am\) lies on plane \(k\), so does \(A(m + nu)\) for every integer \(n\). These points are all different: applying \(A^{-1}\) recovers \(m + nu\), and a nonzero component of \(u\) then fixes \(n\).

The assumption `[Nontrivial ι]` provides the two different elements. In one dimension the conclusion fails for a nonzero index. Take a chain with spacing \(d > 0\) and index 2: "plane" \(k\) is the single point \(r = kd/2\), which is a lattice point for even \(k\) and a midpoint between neighbours for odd \(k\).

```lean
/-- In dimension two or more, with `A` invertible, the `k`-th plane of the family `h` contains
infinitely many lattice points whenever the greatest common divisor of `h` divides `k`. -/
theorem occupied_plane_infinite [Nontrivial ι] {A : Matrix ι ι ℝ} (hA : IsUnit A.det)
    (h : ι → ℤ) {k : ℤ} (hk : indexGcd h ∣ k) :
    (lattice A ∩ latticePlane A h k).Infinite := by
  obtain ⟨m, hm⟩ := (exists_sum_eq_iff h k).2 hk
  -- a nonzero lattice translation `u` within the plane
  obtain ⟨u, ⟨j, hj⟩, hu⟩ : ∃ u : ι → ℤ, (∃ j, u j ≠ 0) ∧ ∑ i, h i * u i = 0 := by
    obtain ⟨a, b, hab⟩ := exists_pair_ne ι
    by_cases ha : h a = 0
    · exact ⟨Pi.single a 1, ⟨a, by simp⟩, by simp [Pi.single_apply, ha]⟩
    · refine ⟨Pi.single b (h a) - Pi.single a (h b), ⟨b, ?_⟩, ?_⟩
      · simp [hab.symm, ha]
      · simp [Pi.single_apply, mul_sub, Finset.sum_sub_distrib, mul_comm]
  refine Set.infinite_of_injective_forall_mem
    (f := fun n : ℤ => latticePoint A (fun i => m i + n * u i)) ?_ ?_
  · intro n n' e
    have e' := congrArg (fun v => A⁻¹ *ᵥ v) e
    simp only [latticePoint, Matrix.mulVec_mulVec, Matrix.nonsing_inv_mul A hA,
      Matrix.one_mulVec] at e'
    have ej : m j + n * u j = m j + n' * u j := by exact_mod_cast congrFun e' j
    exact mul_right_cancel₀ hj (add_left_cancel ej)
  · intro n
    refine ⟨⟨_, rfl⟩, (latticePoint_mem_plane_iff hA h _ k).2 ?_⟩
    have split : ∑ i, h i * (m i + n * u i) = ∑ i, h i * m i + n * ∑ i, h i * u i := by
      rw [Finset.mul_sum, ← Finset.sum_add_distrib]
      exact Finset.sum_congr rfl fun i _ => by ring
    rw [split, hm, hu, mul_zero, add_zero]
```

## In a primitive basis, every second (200) plane is empty

The indices \((2,0,0)\) show the same pattern in three dimensions. With components numbered from 0, as in Lean,

\[
\sum_i h_i m_i = 2m_0 ,
\]

so an occupied plane has even \(k\). Conversely, if \(k\) is even, the point with \(m = (k/2,0,0)\) lies on plane \(k\). The cell may have any shape, as long as its three vectors are linearly independent.

The occupied planes are those of the family \((1,0,0)\), and the empty ones lie midway between them. In a face-centred cubic crystal indexed by its conventional cube, by contrast, the odd planes hold lattice points too, namely some of the face centres; such centring points are the ones that `lattice A` leaves out when \(A\) is the conventional cell. Empty also refers to lattice points and not to atoms, since a crystal with several atoms per cell may well have atoms on an odd plane.

```lean
/-- For the indices `(2, 0, 0)` and any invertible three-dimensional basis `A`, the `k`-th plane
contains a lattice point exactly when `k` is even. -/
theorem planes_200_occupied_iff {A : Matrix (Fin 3) (Fin 3) ℝ} (hA : IsUnit A.det) (k : ℤ) :
    (lattice A ∩ latticePlane A ![2, 0, 0] k).Nonempty ↔ Even k := by
  constructor
  · rintro ⟨_, ⟨m, rfl⟩, hm⟩
    have hs := (latticePoint_mem_plane_iff hA _ m k).1 hm
    simp [Fin.sum_univ_succ] at hs
    exact ⟨m 0, by omega⟩
  · rintro ⟨r, hr⟩
    refine ⟨_, ⟨![r, 0, 0], rfl⟩, (latticePoint_mem_plane_iff hA _ _ k).2 ?_⟩
    simp [Fin.sum_univ_succ]
    omega

end

end MillerPlanes
```

```lean
#print axioms MillerPlanes.plane_values_eq_gcd_multiples
#print axioms MillerPlanes.all_planes_occupied_iff
#print axioms MillerPlanes.occupied_plane_infinite
#print axioms MillerPlanes.planes_200_occupied_iff
```

```
'MillerPlanes.plane_values_eq_gcd_multiples' depends on axioms: [propext, Classical.choice, Quot.sound]
'MillerPlanes.all_planes_occupied_iff' depends on axioms: [propext, Classical.choice, Quot.sound]
'MillerPlanes.occupied_plane_infinite' depends on axioms: [propext, Classical.choice, Quot.sound]
'MillerPlanes.planes_200_occupied_iff' depends on axioms: [propext, Classical.choice, Quot.sound]
```
